# Sign and 1/P law of the band-energy error in the truncated Matsubara expansion

## Occupations from a finite number of poles

Non-interacting electrons at inverse temperature $\beta$ and chemical potential $\mu$ fill a level of energy $E$ with mean occupation $f(x)=1/(1+e^x)$, where $x=\beta(E-\mu)$. Let $H$ be the one-electron Hamiltonian and $K=H-\mu$. Pole expansions replace the matrix function $f(\beta K)$ by a weighted sum of finitely many matrix inverses, here with a constant added. With $P$ Matsubara pole pairs, the approximation is

$$F_P(x)=\frac12-\sum_{l=0}^{P-1}\frac{2x}{x^2+((2l+1)\pi)^2}.$$

How does the cut change the band energy? Here this means $\mathrm{Tr}\,Kf(\beta K)$, with energies measured from $\mu$; the textbook quantity is often $\mathrm{Tr}\,Hf(\beta K)$, whose error can have either sign.

## The error and its limit

Let $K$ be a finite complex Hermitian matrix, $\beta\ge0$, and $\Delta_P=\mathrm{Tr}\,K(F_P(\beta K)-f(\beta K))$. Then

$$\Delta_P\ge0\ \text{ for every }P,\qquad P\,\Delta_P\to\frac{\beta\,\mathrm{Tr}K^2}{2\pi^2}.$$

If $\beta>0$, then $\Delta_P=0$ exactly when $K=0$.

In Lean, $\Delta_P$ is `bandEnergyError K β P`, a complex number, so `0 ≤` also says that it is real. `fermiMatrix` and `matsubaraMatrix` use matrix inverses, all of which exist for Hermitian $K$. A pole pair enters as $2A(A^2+\omega^2)^{-1}=(A+i\omega)^{-1}+(A-i\omega)^{-1}$, with $A=\beta K$ and $\omega=(2l+1)\pi$. The limit is taken at fixed $K$ and $\beta$. Readjusting $\mu$ after truncation to keep the electron number, as many calculations do, is a further step that the hypotheses leave out.

## From discarded poles to the trace

For $x\ne0$,

$$\coth x=\frac1x+2x\sum_{n\ge1}\frac1{x^2+n^2\pi^2}.$$

Subtracting half the same formula at $x/2$ removes $1/x$ and the even $n$. The left side becomes $\coth x-\frac12\coth\frac x2=\frac12\tanh\frac x2=\frac12-f(x)$. Hence, also at $x=0$,

$$F_P(x)-f(x)=2x\,T_P(x),\qquad T_P(x)=\sum_{l\ge P}\frac1{x^2+((2l+1)\pi)^2}>0.$$

With $c=1+x^2$, each denominator satisfies

$$4\pi^2l(l+1)\le x^2+((2l+1)\pi)^2\le4\pi^2(l+c)(l+c+1).$$

Since $\frac1{s(s+1)}=\frac1s-\frac1{s+1}$, the bounding sums telescope. For $P\ge1$,

$$\frac1{4\pi^2(P+c)}\le T_P(x)\le\frac1{4\pi^2P},$$

so $P\,T_P(x)\to1/(4\pi^2)$.

In the eigenbasis of $K$, with eigenvalues $\varepsilon_i$,

$$\Delta_P=2\beta\sum_i\varepsilon_i^2\,T_P(\beta\varepsilon_i).$$

Every term is nonnegative, and for $\beta>0$ it vanishes only if $\varepsilon_i=0$. Taking the limit term by term gives $\beta\sum_i\varepsilon_i^2/(2\pi^2)$.

## The Lean file

```lean
import Mathlib

open Filter Topology
open scoped Real ComplexOrder

namespace MatsubaraBandEnergy

noncomputable section

/-- The Fermi function of the reduced energy `x`. -/
def fermi (x : ℝ) : ℝ := 1 / (1 + Real.exp x)

/-- The Matsubara expansion of the Fermi function, cut after `P` pole pairs. -/
def matsubaraFermi (P : ℕ) (x : ℝ) : ℝ :=
  1 / 2 - ∑ l ∈ Finset.range P, 2 * x / (x ^ 2 + ((2 * l + 1) * π) ^ 2)

/-- The weight of the pole pair at the odd Matsubara frequency `(2l+1)π`. -/
def poleTerm (x : ℝ) (l : ℕ) : ℝ := 1 / (x ^ 2 + ((2 * l + 1) * π) ^ 2)

/-- The total weight of the pole pairs discarded after the first `P`. -/
def tailWeight (x : ℝ) (P : ℕ) : ℝ := ∑' l : ℕ, poleTerm x (l + P)

theorem summable_frequencies (x : ℝ) :
    Summable (fun n : ℕ => 1 / (x ^ 2 + (((n : ℝ) + 1) * π) ^ 2)) := by
  have h : Summable (fun n : ℕ => 1 / ((n + 1 : ℕ) : ℝ) ^ 2) :=
    (summable_nat_add_iff (f := fun n : ℕ => 1 / (n : ℝ) ^ 2) 1).mpr
      (Real.summable_one_div_nat_pow.mpr one_lt_two)
  refine Summable.of_nonneg_of_le (fun n => by positivity) (fun n => ?_) h
  push_cast
  apply one_div_le_one_div_of_le (by positivity)
  have h1 : (n : ℝ) + 1 ≤ (n + 1) * π :=
    le_mul_of_one_le_right (by positivity) (by linarith [Real.pi_gt_three])
  have h2 := pow_le_pow_left₀ (by positivity) h1 2
  linarith [sq_nonneg x]

/-- Partial fractions of the hyperbolic cotangent, written with exponentials, at `x ≠ 0`. -/
theorem coth_expansion {x : ℝ} (hx : x ≠ 0) :
    (Real.exp (2 * x) + 1) / (Real.exp (2 * x) - 1) =
      1 / x + 2 * x * ∑' n : ℕ, 1 / (x ^ 2 + (((n : ℝ) + 1) * π) ^ 2) := by
  have hpi : (π : ℂ) ≠ 0 := by exact_mod_cast Real.pi_ne_zero
  have hxC : (x : ℂ) ≠ 0 := by exact_mod_cast hx
  -- the cotangent series is evaluated at a point of the imaginary axis
  obtain ⟨w, hw⟩ : ∃ w : ℂ, w = ((-(x / π) : ℝ) : ℂ) * Complex.I := ⟨_, rfl⟩
  have him : w.im ≠ 0 := by
    rw [hw]
    simp [hx, Real.pi_ne_zero]
  have hw0 : w ≠ 0 := fun h => him (by rw [h]; rfl)
  have e : w * π + x * Complex.I = 0 := by
    rw [hw]
    push_cast
    field_simp
    ring
  have hx2 : (x : ℂ) ^ 2 + w ^ 2 * π ^ 2 = 0 := by
    linear_combination (w * π - x * Complex.I) * e + (x : ℂ) ^ 2 * Complex.I_sq
  have hmem : w ∈ Complex.integerComplement := by
    rintro ⟨m, hm⟩
    apply him
    rw [← hm]
    simp
  have hterm : ∀ n : ℕ, 1 / (w - ((n : ℂ) + 1)) + 1 / (w + ((n : ℂ) + 1)) =
      (2 * x * π * Complex.I) *
        ((1 / (x ^ 2 + (((n : ℝ) + 1) * π) ^ 2) : ℝ) : ℂ) := by
    intro n
    have h1 : w - ((n : ℂ) + 1) ≠ 0 := fun h => him (by
      simpa using congrArg Complex.im h)
    have h2 : w + ((n : ℂ) + 1) ≠ 0 := fun h => him (by
      simpa using congrArg Complex.im h)
    have hD : (x : ℂ) ^ 2 + (((n : ℂ) + 1) * π) ^ 2 ≠ 0 := by
      have : x ^ 2 + (((n : ℝ) + 1) * π) ^ 2 ≠ 0 := by positivity
      exact_mod_cast this
    push_cast
    rw [div_add_div _ _ h1 h2, mul_one_div, div_eq_div_iff (mul_ne_zero h1 h2) hD]
    linear_combination 2 * w * hx2 - 2 * π * (w ^ 2 - ((n : ℂ) + 1) ^ 2) * e
  have h := cot_series_rep' hmem
  have harg : 2 * Complex.I * (π * w) = ((2 * x : ℝ) : ℂ) := by
    push_cast
    linear_combination 2 * Complex.I * e - 2 * x * Complex.I_sq
  have hwi : 1 / w = π * Complex.I / x := by
    rw [div_eq_div_iff hw0 hxC]
    linear_combination -Complex.I * e + x * Complex.I_sq
  have hE : Real.exp (2 * x) - 1 ≠ 0 :=
    sub_ne_zero.mpr (by simp [Real.exp_eq_one_iff, hx])
  rw [tsum_congr hterm, tsum_mul_left, ← Complex.ofReal_tsum, Complex.cot_eq_exp_ratio,
    harg, ← Complex.ofReal_exp, hwi] at h
  generalize (∑' n : ℕ, 1 / (x ^ 2 + (((n : ℝ) + 1) * π) ^ 2)) = S at h ⊢
  generalize Real.exp (2 * x) = E at h hE ⊢
  have hEC : (E : ℂ) - 1 ≠ 0 := by exact_mod_cast hE
  have hEC' : 1 - (E : ℂ) ≠ 0 := fun h0 => hEC (by linear_combination -h0)
  have hq : ((E : ℂ) + 1) / (Complex.I * (1 - E)) =
      Complex.I * (((E : ℂ) + 1) / (E - 1)) := by
    rw [← mul_div_assoc, div_eq_div_iff (mul_ne_zero Complex.I_ne_zero hEC') hEC]
    linear_combination ((E : ℂ) + 1) * (E - 1) * Complex.I_sq
  rw [hq] at h
  apply Complex.ofReal_injective
  push_cast
  apply mul_left_cancel₀ (mul_ne_zero hpi Complex.I_ne_zero)
  linear_combination h

set_option maxHeartbeats 400000 in
/-- The complete Matsubara expansion reproduces the Fermi function at every real `x`. -/
theorem matsubara_series (x : ℝ) : 1 / 2 - fermi x = 2 * x * ∑' l : ℕ, poleTerm x l := by
  rcases eq_or_ne x 0 with rfl | hx
  · norm_num [fermi]
  obtain ⟨f, hf⟩ : ∃ f : ℕ → ℝ,
      f = fun n : ℕ => 1 / (x ^ 2 + (((n : ℝ) + 1) * π) ^ 2) := ⟨_, rfl⟩
  have hs : Summable f := by
    rw [hf]
    exact summable_frequencies x
  have s1 : Summable (fun k : ℕ => f (2 * k)) :=
    hs.comp_injective (i := fun k : ℕ => 2 * k) (fun a b h => by simp only at h; omega)
  have s2 : Summable (fun k : ℕ => f (2 * k + 1)) :=
    hs.comp_injective (i := fun k : ℕ => 2 * k + 1) (fun a b h => by simp only at h; omega)
  have hsplit : ∑' k : ℕ, f (2 * k) + ∑' k : ℕ, f (2 * k + 1) = ∑' k : ℕ, f k :=
    tsum_even_add_odd (f := f) s1 s2
  have ho : ∀ k : ℕ, f (2 * k) = poleTerm x k := by
    intro k
    simp only [hf, poleTerm, Nat.cast_mul, Nat.cast_ofNat]
  -- even frequencies form the same series at half the energy
  have he : ∀ k : ℕ, f (2 * k + 1) =
      1 / 4 * (1 / ((x / 2) ^ 2 + (((k : ℝ) + 1) * π) ^ 2)) := by
    intro k
    have : x ^ 2 + ((((2 * k + 1 : ℕ) : ℝ) + 1) * π) ^ 2 =
        4 * ((x / 2) ^ 2 + (((k : ℝ) + 1) * π) ^ 2) := by
      push_cast
      ring
    simp only [hf]
    rw [this]
    simp only [one_div, mul_inv]
  have hall : ∑' k : ℕ, f k = ∑' n : ℕ, 1 / (x ^ 2 + (((n : ℝ) + 1) * π) ^ 2) := by
    simp only [hf]
  rw [tsum_congr ho, tsum_congr he, tsum_mul_left, hall] at hsplit
  have h1 := coth_expansion hx
  have h2 := coth_expansion (div_ne_zero hx two_ne_zero)
  rw [← hsplit, two_mul x, Real.exp_add] at h1
  rw [show 2 * (x / 2) = x by ring] at h2
  have hE : Real.exp x - 1 ≠ 0 := sub_ne_zero.mpr (by simp [Real.exp_eq_one_iff, hx])
  have hp := Real.exp_pos x
  unfold fermi
  generalize Real.exp x = E at h1 h2 hE hp ⊢
  have hE1 : E + 1 ≠ 0 := by positivity
  have key : (E * E + 1) / (E * E - 1) - (E + 1) / (E - 1) / 2 = 1 / 2 - 1 / (1 + E) := by
    rw [show E * E - 1 = (E - 1) * (E + 1) by ring, add_comm 1 E]
    field_simp
    ring
  linear_combination h1 - h2 / 2 - key

/-- The truncation error is `2x` times the weight of the discarded poles, which is positive. -/
theorem truncation_error (P : ℕ) (x : ℝ) :
    0 < tailWeight x P ∧ matsubaraFermi P x - fermi x = 2 * x * tailWeight x P := by
  have hs : Summable (poleTerm x) := by
    refine ((summable_frequencies x).comp_injective (i := fun k : ℕ => 2 * k)
      (fun a b h => by simp only at h; omega)).congr (fun k => ?_)
    simp only [Function.comp_apply, poleTerm, Nat.cast_mul, Nat.cast_ofNat]
  have hpos : ∀ l, 0 < poleTerm x l := fun l => by unfold poleTerm; positivity
  refine ⟨((summable_nat_add_iff P).mpr hs).tsum_pos (fun l => (hpos _).le) 0 (hpos _), ?_⟩
  have h := hs.sum_add_tsum_nat_add P
  have hF : matsubaraFermi P x = 1 / 2 - 2 * x * ∑ l ∈ Finset.range P, poleTerm x l := by
    simp only [matsubaraFermi, poleTerm, Finset.mul_sum, mul_one_div]
  rw [hF]
  unfold tailWeight
  linear_combination matsubara_series x - 2 * x * h

theorem hasSum_telescope {s : ℝ} (hs : 0 < s) :
    HasSum (fun l : ℕ => 1 / (4 * π ^ 2 * ((s + l) * (s + l + 1))))
      (1 / (4 * π ^ 2) * (1 / s)) := by
  have h : HasSum (fun l : ℕ => 1 / (s + l) - 1 / (s + l + 1)) (1 / s) := by
    rw [hasSum_iff_tendsto_nat_of_nonneg (fun l => sub_nonneg.mpr
      (one_div_le_one_div_of_le (by positivity) (by linarith)))]
    have hsum : ∀ N : ℕ, 1 / s - 1 / (s + N) =
        ∑ l ∈ Finset.range N, (1 / (s + l) - 1 / (s + l + 1)) := by
      intro N
      induction N with
      | zero => simp
      | succ N ih =>
        rw [Finset.sum_range_succ, ← ih]
        push_cast
        rw [← add_assoc]
        ring
    have h0 : Tendsto (fun N : ℕ => 1 / (s + (N : ℝ))) atTop (𝓝 0) :=
      tendsto_const_nhds.div_atTop
        (tendsto_atTop_add_const_left _ s tendsto_natCast_atTop_atTop)
    have h1 := h0.const_sub (1 / s)
    rw [sub_zero] at h1
    exact h1.congr hsum
  have hfun : (fun l : ℕ => 1 / (4 * π ^ 2 * ((s + l) * (s + l + 1)))) =
      fun l : ℕ => 1 / (4 * π ^ 2) * (1 / (s + l) - 1 / (s + l + 1)) := by
    funext l
    have h1 : s + (l : ℝ) ≠ 0 := by positivity
    have h2 : s + (l : ℝ) + 1 ≠ 0 := by positivity
    field_simp
    ring
  rw [hfun]
  exact h.mul_left _

/-- At fixed reduced energy `x`, the number of pole pairs times the truncation error tends
to `x / (2π²)`. -/
theorem scalar_limit (x : ℝ) :
    Tendsto (fun P : ℕ => (P : ℝ) * (matsubaraFermi P x - fermi x)) atTop
      (𝓝 (x / (2 * π ^ 2))) := by
  obtain ⟨c, hc⟩ : ∃ c : ℝ, c = 1 + x ^ 2 := ⟨_, rfl⟩
  have hc0 : 0 < c := by rw [hc]; positivity
  have hsum : ∀ P : ℕ, HasSum (fun l : ℕ => poleTerm x (l + P)) (tailWeight x P) := by
    intro P
    apply Summable.hasSum
    by_contra hn
    have := (truncation_error P x).1
    rw [tailWeight, tsum_eq_zero_of_not_summable hn] at this
    exact lt_irrefl _ this
  have hlow : Tendsto (fun P : ℕ => (P : ℝ) * (1 / (4 * π ^ 2) * (1 / (P + c)))) atTop
      (𝓝 (1 / (4 * π ^ 2))) := by
    have h := (tendsto_natCast_div_add_atTop c).const_mul (1 / (4 * π ^ 2))
    rw [mul_one] at h
    exact h.congr (fun P => by ring)
  have hT : Tendsto (fun P : ℕ => (P : ℝ) * tailWeight x P) atTop
      (𝓝 (1 / (4 * π ^ 2))) := by
    refine tendsto_of_tendsto_of_tendsto_of_le_of_le' hlow tendsto_const_nhds
      (Eventually.of_forall fun P => ?_) ((eventually_ge_atTop 1).mono fun P hP => ?_)
    · -- a shifted telescoping series lies below the tail
      refine mul_le_mul_of_nonneg_left (hasSum_le (fun l => ?_)
        (hasSum_telescope (s := P + c) (by positivity)) (hsum P)) (Nat.cast_nonneg P)
      unfold poleTerm
      apply one_div_le_one_div_of_le (by positivity)
      push_cast
      obtain ⟨m, hm⟩ : ∃ m : ℝ, m = l + P := ⟨_, rfl⟩
      have hm0 : 0 ≤ m := by rw [hm]; positivity
      rw [← hm, show (P : ℝ) + c + l = m + c by rw [hm]; ring]
      have hB : x ^ 2 ≤ 4 * ((m + c) * (m + c + 1)) - (2 * m + 1) ^ 2 := by
        nlinarith [mul_nonneg hc0.le hm0, sq_nonneg c, sq_nonneg x]
      have hp : 1 ≤ π ^ 2 := by nlinarith [Real.pi_gt_three]
      nlinarith [mul_nonneg (sub_nonneg.mpr hp) ((sq_nonneg x).trans hB)]
    · -- the unshifted one lies above it
      have hP0 : (0 : ℝ) < P := by exact_mod_cast hP
      have h := hasSum_le (fun l => ?_) (hsum P) (hasSum_telescope hP0)
      · calc (P : ℝ) * tailWeight x P ≤ P * (1 / (4 * π ^ 2) * (1 / P)) :=
              mul_le_mul_of_nonneg_left h hP0.le
          _ = 1 / (4 * π ^ 2) := by field_simp
      · unfold poleTerm
        apply one_div_le_one_div_of_le (by positivity)
        push_cast
        nlinarith [sq_nonneg x, sq_nonneg π]
  have h := hT.const_mul (2 * x)
  rw [show 2 * x * (1 / (4 * π ^ 2)) = x / (2 * π ^ 2) by ring] at h
  refine h.congr (fun P => ?_)
  rw [(truncation_error P x).2]
  ring

variable {n : Type*} [Fintype n] [DecidableEq n]

/-- The Fermi operator `(1 + exp A)⁻¹`, for matrices `A` with `1 + exp A` invertible. -/
def fermiMatrix (A : Matrix n n ℂ) : Matrix n n ℂ := (1 + NormedSpace.exp A)⁻¹

/-- The Matsubara expansion of the Fermi operator with `P` pole pairs, for matrices `A` with
every `A² + ((2l+1)π)²`, `l < P`, invertible. -/
def matsubaraMatrix (P : ℕ) (A : Matrix n n ℂ) : Matrix n n ℂ :=
  ((1 / 2 : ℝ) : ℂ) • (1 : Matrix n n ℂ) - ∑ l ∈ Finset.range P,
    ((2 : ℝ) : ℂ) • (A * (A ^ 2 + ((((2 * l + 1) * π) ^ 2 : ℝ) : ℂ) • (1 : Matrix n n ℂ))⁻¹)

/-- The band-energy error `Tr K (F_P(βK) - f(βK))`, for Hermitian `K`. -/
def bandEnergyError (K : Matrix n n ℂ) (β : ℝ) (P : ℕ) : ℂ :=
  Matrix.trace (K * (matsubaraMatrix P ((β : ℂ) • K) - fermiMatrix ((β : ℂ) • K)))

/-- For Hermitian `K`, the band-energy error and `Tr K²` are sums over the eigenvalues. -/
theorem spectral_form {K : Matrix n n ℂ} (hK : K.IsHermitian) (β : ℝ) (P : ℕ) :
    bandEnergyError K β P = ((∑ i, hK.eigenvalues i *
      (matsubaraFermi P (β * hK.eigenvalues i) - fermi (β * hK.eigenvalues i)) : ℝ) : ℂ) ∧
    Matrix.trace (K ^ 2) = ((∑ i, hK.eigenvalues i ^ 2 : ℝ) : ℂ) := by
  obtain ⟨U, V, hUV, hVU, hKd⟩ : ∃ U V : Matrix n n ℂ, U * V = 1 ∧ V * U = 1 ∧
      K = U * Matrix.diagonal (fun i => (hK.eigenvalues i : ℂ)) * V := by
    refine ⟨hK.eigenvectorUnitary, star (hK.eigenvectorUnitary : Matrix n n ℂ),
      Unitary.mul_star_self_of_mem hK.eigenvectorUnitary.2,
      Unitary.star_mul_self_of_mem hK.eigenvectorUnitary.2, ?_⟩
    have h := hK.spectral_theorem
    rw [Unitary.conjStarAlgAut_apply] at h
    exact h
  generalize hK.eigenvalues = e at hKd ⊢
  -- `D a` has the eigenvectors of `K` and the eigenvalues `a`
  obtain ⟨D, hD⟩ : ∃ D : (n → ℝ) → Matrix n n ℂ,
      ∀ a, D a = U * Matrix.diagonal (fun i => (a i : ℂ)) * V := ⟨_, fun _ => rfl⟩
  have hmul : ∀ a b, D a * D b = D (fun i => a i * b i) := by
    intro a b
    rw [hD, hD, hD]
    calc _ = U * Matrix.diagonal (fun i => (a i : ℂ)) * (V * U) *
          Matrix.diagonal (fun i => (b i : ℂ)) * V := by simp only [mul_assoc]
      _ = _ := by
        rw [hVU, mul_one, mul_assoc U, Matrix.diagonal_mul_diagonal]
        simp only [Complex.ofReal_mul]
  have hadd : ∀ a b, D a + D b = D (fun i => a i + b i) := by
    intro a b
    rw [hD, hD, hD, ← Matrix.add_mul, ← Matrix.mul_add, Matrix.diagonal_add]
    simp only [Complex.ofReal_add]
  have hsub : ∀ a b, D a - D b = D (fun i => a i - b i) := by
    intro a b
    rw [hD, hD, hD, ← Matrix.sub_mul, ← Matrix.mul_sub, Matrix.diagonal_sub]
    simp only [Complex.ofReal_sub]
  have hconst : ∀ c : ℝ, (c : ℂ) • (1 : Matrix n n ℂ) = D (fun _ => c) := by
    intro c
    rw [hD, ← Matrix.smul_one_eq_diagonal, Matrix.mul_smul, Matrix.smul_mul, mul_one, hUV]
  have hone : (1 : Matrix n n ℂ) = D (fun _ => 1) := by
    rw [← hconst, Complex.ofReal_one, one_smul]
  have hsmul : ∀ (c : ℝ) a, (c : ℂ) • D a = D (fun i => c * a i) := by
    intro c a
    calc (c : ℂ) • D a = ((c : ℂ) • (1 : Matrix n n ℂ)) * D a := by
          rw [smul_mul_assoc, one_mul]
      _ = _ := by rw [hconst, hmul]
  have hinv : ∀ a, (∀ i, a i ≠ 0) → (D a)⁻¹ = D (fun i => (a i)⁻¹) := by
    intro a ha
    apply Matrix.inv_eq_right_inv
    rw [hmul, hone]
    congr 1
    funext i
    exact mul_inv_cancel₀ (ha i)
  have hexp : ∀ a, NormedSpace.exp (D a) = D (fun i => Real.exp (a i)) := by
    intro a
    have hU : IsUnit U := ⟨⟨U, V, hUV, hVU⟩, rfl⟩
    rw [hD, hD, ← Matrix.inv_eq_right_inv hUV, Matrix.exp_conj U _ hU, Matrix.exp_diagonal]
    congr 3
    funext i
    rw [Pi.coe_exp, Complex.ofReal_exp, Complex.exp_eq_exp_ℂ]
  have htr : ∀ a, Matrix.trace (D a) = ((∑ i, a i : ℝ) : ℂ) := by
    intro a
    rw [hD, Matrix.trace_mul_comm, ← Matrix.mul_assoc, hVU, one_mul, Matrix.trace_diagonal,
      Complex.ofReal_sum]
  have hf : ∀ a, fermiMatrix (D a) = D (fun i => fermi (a i)) := by
    intro a
    rw [fermiMatrix, hexp, hone, hadd, hinv _ (fun i => by positivity)]
    simp only [fermi, one_div]
  have hF : ∀ a, matsubaraMatrix P (D a) = D (fun i => matsubaraFermi P (a i)) := by
    intro a
    induction P with
    | zero => simp only [matsubaraMatrix, matsubaraFermi, Finset.range_zero,
        Finset.sum_empty, sub_zero, hconst]
    | succ P ih =>
      have hstep : matsubaraMatrix (P + 1) (D a) = matsubaraMatrix P (D a) -
          ((2 : ℝ) : ℂ) • (D a * (D a ^ 2 +
            ((((2 * P + 1) * π) ^ 2 : ℝ) : ℂ) • (1 : Matrix n n ℂ))⁻¹) := by
        simp only [matsubaraMatrix, Finset.sum_range_succ, sub_sub]
      rw [hstep, ih, pow_two (D a), hmul, hconst, hadd, hinv _ (fun i => ne_of_gt
        (add_pos_of_nonneg_of_pos (mul_self_nonneg _) (by positivity))), hmul, hsmul, hsub]
      congr 1
      funext i
      simp only [matsubaraFermi, Finset.sum_range_succ]
      ring
  have hKD : K = D e := by rw [hD]; exact hKd
  constructor
  · rw [bandEnergyError, hKD, hsmul, hF, hf, hsub, hmul, htr]
  · rw [hKD, pow_two, hmul, htr]
    simp only [pow_two]

/-- For Hermitian `K` and `β ≥ 0` the band-energy error is real and nonnegative, and `P` times
it tends to `β Tr K² / (2π²)` as the number `P` of pole pairs grows. -/
theorem band_energy_error {K : Matrix n n ℂ} (hK : K.IsHermitian) {β : ℝ} (hβ : 0 ≤ β) :
    (∀ P, 0 ≤ bandEnergyError K β P) ∧
    Tendsto (fun P : ℕ => (P : ℂ) * bandEnergyError K β P) atTop
      (𝓝 ((β : ℂ) * Matrix.trace (K ^ 2) / (2 * (π : ℂ) ^ 2))) := by
  constructor
  · intro P
    rw [(spectral_form hK β P).1]
    refine Complex.zero_le_real.mpr (Finset.sum_nonneg fun i _ => ?_)
    obtain ⟨hpos, heq⟩ := truncation_error P (β * hK.eigenvalues i)
    rw [heq]
    calc (0 : ℝ) ≤ 2 * β * hK.eigenvalues i ^ 2 * tailWeight (β * hK.eigenvalues i) P := by
          positivity
      _ = _ := by ring
  · -- sum the scalar limits over the spectrum
    have h := tendsto_finsetSum Finset.univ (fun i _ =>
      (scalar_limit (β * hK.eigenvalues i)).const_mul (hK.eigenvalues i))
    have h' := (Complex.continuous_ofReal.tendsto _).comp h
    have hv : (β : ℂ) * Matrix.trace (K ^ 2) / (2 * (π : ℂ) ^ 2) =
        ((∑ i, hK.eigenvalues i * (β * hK.eigenvalues i / (2 * π ^ 2)) : ℝ) : ℂ) := by
      have hr : ∑ i, hK.eigenvalues i * (β * hK.eigenvalues i / (2 * π ^ 2)) =
          β * (∑ i, hK.eigenvalues i ^ 2) / (2 * π ^ 2) := by
        rw [Finset.mul_sum, Finset.sum_div]
        exact Finset.sum_congr rfl (fun i _ => by ring)
      rw [(spectral_form hK β 0).2, hr]
      simp only [Complex.ofReal_mul, Complex.ofReal_div, Complex.ofReal_pow,
        Complex.ofReal_ofNat]
    rw [hv]
    refine h'.congr (fun P => ?_)
    rw [(spectral_form hK β P).1, Function.comp_apply, ← Complex.ofReal_natCast,
      ← Complex.ofReal_mul, Finset.mul_sum]
    congr 1
    exact Finset.sum_congr rfl (fun i _ => by ring)

/-- For Hermitian `K` and `β > 0`, the band-energy error at any number of pole pairs vanishes
exactly when `K = 0`. -/
theorem band_energy_error_eq_zero_iff {K : Matrix n n ℂ} (hK : K.IsHermitian) {β : ℝ}
    (hβ : 0 < β) (P : ℕ) : bandEnergyError K β P = 0 ↔ K = 0 := by
  constructor
  · intro h
    have hterm : ∀ i, hK.eigenvalues i * (matsubaraFermi P (β * hK.eigenvalues i) -
        fermi (β * hK.eigenvalues i)) =
        2 * β * tailWeight (β * hK.eigenvalues i) P * hK.eigenvalues i ^ 2 := by
      intro i
      rw [(truncation_error P _).2]
      ring
    have hw : ∀ i, 0 < 2 * β * tailWeight (β * hK.eigenvalues i) P := fun i =>
      mul_pos (by positivity) (truncation_error P _).1
    rw [(spectral_form hK β P).1, Complex.ofReal_eq_zero,
      Finset.sum_congr rfl (fun i _ => hterm i),
      Finset.sum_eq_zero_iff_of_nonneg (fun i _ => mul_nonneg (hw i).le (sq_nonneg _))] at h
    apply hK.eigenvalues_eq_zero_iff.mp
    funext i
    exact pow_eq_zero_iff two_ne_zero |>.mp
      ((mul_eq_zero.mp (h i (Finset.mem_univ i))).resolve_left (hw i).ne')
  · rintro rfl
    simp [bandEnergyError]

end

end MatsubaraBandEnergy
```

```lean
#print axioms MatsubaraBandEnergy.band_energy_error
-- 'MatsubaraBandEnergy.band_energy_error' depends on axioms: [propext, Classical.choice, Quot.sound]
#print axioms MatsubaraBandEnergy.band_energy_error_eq_zero_iff
-- 'MatsubaraBandEnergy.band_energy_error_eq_zero_iff' depends on axioms: [propext, Classical.choice, Quot.sound]
```

## Scalar series first, matrices second

`coth_expansion` evaluates Mathlib's cotangent series at $-ix/\pi$. `matsubara_series` splits it by parity; Lean's index starts at zero, so its even indices carry the odd frequencies. `truncation_error` removes the first $P$ terms and records that the tail, `tailWeight x P` for $T_P(x)$, is positive. `hasSum_telescope` sums the comparison series, and `scalar_limit` squeezes $P\,T_P$ between the two bounds.

`spectral_form` writes `D a` for the matrix with the eigenvectors of $K$ and eigenvalues `a`. It shows that products, sums, inverses and exponentials act on `a` entrywise; induction on `P` then handles the pole sum. `band_energy_error` adds up the scalar signs and limits, and `band_energy_error_eq_zero_iff` uses that a vanishing sum of nonnegative terms has only zero terms.

## Functional calculus as another definition

Both matrix functions could have been defined by applying the scalar functions to the spectrum of $\beta K$. Most of `spectral_form` would then be shorter, but the theorem would speak of matrix inverses only after a separate proof that the two definitions agree.
